# When frozen spins do not deviate, the exchange Laplacian acts on the free spins through its free block

For a finite set of spins with real pair couplings `J`, not assumed symmetric or of one sign, the exchange Laplacian has each spin's total coupling on the diagonal, minus the matrix of couplings. The lemma takes a real deviation `x` that vanishes on a frozen set `F` and agrees with `y` on the free spins. It states that, at each free spin, the full matrix applied to `x` gives the same value as the matrix with the frozen rows and columns deleted applied to `y`. The diagonal of the smaller matrix still counts the couplings to frozen spins. The attempt drops the vanishing terms from the matrix-vector sum, rewrites what is left as a sum over the subtype of free spins, and compares the terms.

The first attempt, which Lean rejects:

```lean
import Mathlib

open Matrix

namespace ExchangeLaplacianFrozen

variable {V : Type*} [Fintype V] [DecidableEq V]

/-- The exchange Laplacian: total coupling of each spin on the diagonal, minus the couplings. -/
def exchangeLaplacian (J : V → V → ℝ) : Matrix V V ℝ :=
  Matrix.diagonal (fun i => ∑ k, J i k) - Matrix.of J

/-- The matrix left for the free spins when the rows and columns of the frozen set `F` are
deleted from the exchange Laplacian. -/
def frozenLaplacian (J : V → V → ℝ) (F : Finset V) :
    Matrix {i // i ∉ F} {i // i ∉ F} ℝ :=
  (exchangeLaplacian J).submatrix Subtype.val Subtype.val

/-- A quantity that vanishes on the frozen spins is summed over the free spins only. -/
theorem sum_free (F : Finset V) (f : V → ℝ) (hf : ∀ i ∈ F, f i = 0) :
    ∑ i, f i = ∑ i : {i // i ∉ F}, f i :=
  (Finset.sum_subset (Finset.subset_univ Fᶜ)
    (fun j _ hj => hf j (by simpa using hj))).symm.trans
    (Finset.sum_subtype Fᶜ (fun _ => Finset.mem_compl) f)

/-- If the frozen spins do not deviate, the full Laplacian acts on the free spins as the
matrix with the frozen rows and columns deleted. -/
theorem exchangeLaplacian_frozen (J : V → V → ℝ) (F : Finset V) (x : V → ℝ)
    (y : {i // i ∉ F} → ℝ) (hx : ∀ i ∈ F, x i = 0) (hy : ∀ k : {i // i ∉ F}, x k = y k)
    (i : {i // i ∉ F}) :
    (exchangeLaplacian J *ᵥ x) i = (frozenLaplacian J F *ᵥ y) i := by
  have h := (Finset.sum_subset (Finset.subset_univ Fᶜ)
    (f := fun j => exchangeLaplacian J i j * x j)
    (fun j _ hj => by simp [hx j (by simpa using hj)])).symm.trans
    (Finset.sum_subtype Fᶜ (fun _ => Finset.mem_compl) _)
  refine h.trans (Finset.sum_congr rfl fun k _ => ?_)
  rw [hy k]
  rfl

end ExchangeLaplacianFrozen
```

Compiling this gives:

```
Main.lean:32:12: error: don't know how to synthesize implicit argument `c`
  @Eq.trans ℝ (∑ x_1, exchangeLaplacian J (↑i) x_1 * x x_1) (∑ x_1 ∈ Fᶜ, exchangeLaplacian J (↑i) x_1 * x x_1)
    (∑ a, exchangeLaplacian J ↑i ↑a * x ↑a)
    (Eq.symm
      (Finset.sum_subset (Finset.subset_univ Fᶜ) fun j x_1 hj =>
        of_eq_true
          (Eq.trans
            (congrFun'
              (congrArg Eq
                (Eq.trans
                  (congrArg (HMul.hMul (exchangeLaplacian J (↑i) j))
                    (hx j (Eq.mp (Eq.trans (congrArg Not Finset.mem_compl._simp_1) Decidable.not_not._simp_1) hj)))
                  (mul_zero (exchangeLaplacian J (↑i) j))))
              0)
            (eq_self 0))))
    (Finset.sum_subtype Fᶜ (fun x => Finset.mem_compl) fun x_1 => exchangeLaplacian J (↑i) x_1 * x x_1)
context:
V : Type u_1
inst✝¹ : Fintype V
inst✝ : DecidableEq V
J : V → V → ℝ
F : Finset V
x : V → ℝ
y : { i // i ∉ F } → ℝ
hx : ∀ i ∈ F, x i = 0
hy : ∀ (k : { i // i ∉ F }), x ↑k = y k
i : { i // i ∉ F }
⊢ ℝ
Main.lean:35:5: error: don't know how to synthesize implicit argument `F`
  @Finset.sum_subtype V ℝ Real.instAddCommMonoid (fun x => x ∉ F) ?m.76 Fᶜ (fun x => Finset.mem_compl) fun x_1 =>
    exchangeLaplacian J (↑i) x_1 * x x_1
context:
V : Type u_1
inst✝¹ : Fintype V
inst✝ : DecidableEq V
J : V → V → ℝ
F : Finset V
x : V → ℝ
y : { i // i ∉ F } → ℝ
hx : ∀ i ∈ F, x i = 0
hy : ∀ (k : { i // i ∉ F }), x ↑k = y k
i : { i // i ∉ F }
⊢ Fintype { x // x ∉ F }
Main.lean:32:7: error: failed to infer `have` declaration type
Main.lean:31:67: error: unsolved goals
V : Type u_1
inst✝¹ : Fintype V
inst✝ : DecidableEq V
J : V → V → ℝ
F : Finset V
x : V → ℝ
y : { i // i ∉ F } → ℝ
hx : ∀ i ∈ F, x i = 0
hy : ∀ (k : { i // i ∉ F }), x ↑k = y k
i : { i // i ∉ F }
⊢ (exchangeLaplacian J *ᵥ x) ↑i = (frozenLaplacian J F *ᵥ y) i
```

Cause. The first two errors have one source. `Finset.sum_subtype` takes the `Fintype` structure on the free spins as an ordinary implicit argument, `F` in the second message (not the frozen set), so Lean expects unification to supply it and does not search for an instance. `have h := …` states no type, so nothing fixes that argument. The sum over free spins, which is the argument `c` of `Eq.trans`, therefore stays incomplete too. The third message says that `h` consequently has no inferable type, and the last shows the goal left unproved.

The repair uses `sum_free`, already proved in the file, whose statement contains the sum over free spins with its `Fintype` instance settled. It also takes the vanishing hypothesis directly on `F`, so the inner `simpa` goes. The `change` line writes both matrix-vector products as sums, with the entries of `frozenLaplacian` unfolded. After `rw [hy k]` the two sides are then identical and `rw` closes the goal itself, so the final `rfl` has to go. The added blank line is only layout.

After these edits no error is left:

```diff
@@ -30,11 +30,10 @@
     (i : {i // i ∉ F}) :
     (exchangeLaplacian J *ᵥ x) i = (frozenLaplacian J F *ᵥ y) i := by
-  have h := (Finset.sum_subset (Finset.subset_univ Fᶜ)
-    (f := fun j => exchangeLaplacian J i j * x j)
-    (fun j _ hj => by simp [hx j (by simpa using hj)])).symm.trans
-    (Finset.sum_subtype Fᶜ (fun _ => Finset.mem_compl) _)
-  refine h.trans (Finset.sum_congr rfl fun k _ => ?_)
+  change ∑ j, exchangeLaplacian J i j * x j
+    = ∑ k : {i // i ∉ F}, exchangeLaplacian J i k * y k
+  refine (sum_free F (fun j => exchangeLaplacian J i j * x j)
+    (fun j hj => by simp [hx j hj])).trans (Finset.sum_congr rfl fun k _ => ?_)
+
   rw [hy k]
-  rfl
 
 end ExchangeLaplacianFrozen
```
